# The condensation energy of an n-site quartic Landau model lies between e²/(4b) and n e²/(4b)

A linear stability analysis of an inhomogeneous system tells when its disordered state gives way, but not how much energy is gained by ordering, nor whether the energy has a minimum at all. For a real order parameter on $n$ sites, a local quartic term of strength $b>0$ guarantees a minimum, and the lowest eigenvalue $e<0$ of the quadratic part then fixes the gain up to a factor $n$.

```lean
import Mathlib

open Matrix Filter Topology Asymptotics

namespace InhomogeneousLandau

noncomputable section

variable {n : ℕ} {A : Matrix (Fin n) (Fin n) ℝ} {b e : ℝ}

/-- The Landau energy `⟨x, A x⟩ + b ∑ xᵢ⁴` of an order parameter `x` on `n` sites. -/
def landauEnergy (A : Matrix (Fin n) (Fin n) ℝ) (b : ℝ) (x : Fin n → ℝ) : ℝ :=
  x ⬝ᵥ A *ᵥ x + b * ∑ i, x i ^ 4

/-- The infimum of the Landau energy over all configurations, for energies bounded below. -/
def groundEnergy (A : Matrix (Fin n) (Fin n) ℝ) (b : ℝ) : ℝ :=
  sInf (Set.range (landauEnergy A b))

/-- The number `e` is an eigenvalue of `A`, and no real eigenvalue of `A` lies below it. -/
def IsLowestEigenvalue (A : Matrix (Fin n) (Fin n) ℝ) (e : ℝ) : Prop :=
  (∃ v : Fin n → ℝ, v ≠ 0 ∧ A *ᵥ v = e • v) ∧
    ∀ (μ : ℝ) (v : Fin n → ℝ), v ≠ 0 → A *ᵥ v = μ • v → e ≤ μ

/-- Subtracting `e` times the identity from `A` subtracts `e x` from `A x`. -/
lemma shifted_mulVec (A : Matrix (Fin n) (Fin n) ℝ) (e : ℝ) (x : Fin n → ℝ) :
    (A - e • (1 : Matrix (Fin n) (Fin n) ℝ)) *ᵥ x = A *ᵥ x - e • x := by
  rw [Matrix.sub_mulVec, Matrix.smul_mulVec, Matrix.one_mulVec]

/-- A real symmetric matrix measured from its lowest eigenvalue is positive semidefinite. -/
theorem shifted_posSemidef (hA : A.IsSymm) (hl : IsLowestEigenvalue A e) :
    (A - e • (1 : Matrix (Fin n) (Fin n) ℝ)).PosSemidef := by
  have hH : (A - e • (1 : Matrix (Fin n) (Fin n) ℝ)).IsHermitian := by
    rw [Matrix.IsHermitian, Matrix.conjTranspose_eq_transpose_of_trivial,
      Matrix.transpose_sub, Matrix.transpose_smul, Matrix.transpose_one, hA.eq]
  rw [hH.posSemidef_iff_eigenvalues_nonneg]
  intro j
  have hv := hH.mulVec_eigenvectorBasis j
  have hne : (hH.eigenvectorBasis j).ofLp ≠ 0 := by
    intro h
    apply hH.eigenvectorBasis.orthonormal.ne_zero j
    ext i
    exact congrFun h i
  rw [shifted_mulVec] at hv
  -- an eigenvector of the shifted matrix is an eigenvector of `A`
  have h := hl.2 (hH.eigenvalues j + e) _ hne (by rw [add_smul, ← hv, sub_add_cancel])
  change (0 : ℝ) ≤ hH.eigenvalues j
  linarith

/-- Completing the square on every site: for `b ≠ 0`, the energy above `-n e²/(4b)` is a quadratic
form of `A - e` plus `b` times a sum of squares, one for each site. -/
theorem energy_completed_square (A : Matrix (Fin n) (Fin n) ℝ) (e : ℝ) (hb : b ≠ 0)
    (x : Fin n → ℝ) :
    landauEnergy A b x + n * e ^ 2 / (4 * b) =
      x ⬝ᵥ (A - e • (1 : Matrix (Fin n) (Fin n) ℝ)) *ᵥ x
        + b * ∑ i, (x i ^ 2 + e / (2 * b)) ^ 2 := by
  have hsum : ∑ i, (x i ^ 2 + e / (2 * b)) ^ 2 =
      ∑ i, x i ^ 4 + e / b * ∑ i, x i ^ 2 + n * (e / (2 * b)) ^ 2 := by
    have h : ∀ i, (x i ^ 2 + e / (2 * b)) ^ 2 =
        x i ^ 4 + e / b * x i ^ 2 + (e / (2 * b)) ^ 2 := fun i => by ring
    rw [Finset.sum_congr rfl (fun i _ => h i), Finset.sum_add_distrib,
      Finset.sum_add_distrib, ← Finset.mul_sum, Finset.sum_const, Finset.card_univ,
      Fintype.card_fin, nsmul_eq_mul]
  have hdot : x ⬝ᵥ x = ∑ i, x i ^ 2 := by simp [dotProduct, sq]
  rw [shifted_mulVec, dotProduct_sub, dotProduct_smul, hdot, hsum, smul_eq_mul, landauEnergy]
  field_simp
  ring

/-- For symmetric `A` with lowest eigenvalue `e` and for `b > 0`, no configuration has
energy below `-n e²/(4b)`. -/
theorem energy_lower_bound (hA : A.IsSymm) (hl : IsLowestEigenvalue A e) (hb : 0 < b)
    (x : Fin n → ℝ) : -(n * e ^ 2 / (4 * b)) ≤ landauEnergy A b x := by
  have h := (shifted_posSemidef hA hl).dotProduct_mulVec_nonneg x
  rw [star_trivial] at h
  have hs : 0 ≤ b * ∑ i, (x i ^ 2 + e / (2 * b)) ^ 2 := by positivity
  linarith [energy_completed_square A e hb.ne' x]

/-- For symmetric `A` with lowest eigenvalue `e` and for `b > 0`, a configuration has energy
`-n e²/(4b)` exactly when `A x = e x` and `xᵢ² = -e/(2b)` on every site. -/
theorem energy_eq_lower_bound_iff (hA : A.IsSymm) (hl : IsLowestEigenvalue A e) (hb : 0 < b)
    (x : Fin n → ℝ) : landauEnergy A b x = -(n * e ^ 2 / (4 * b)) ↔
      A *ᵥ x = e • x ∧ ∀ i, x i ^ 2 = -e / (2 * b) := by
  have hP := shifted_posSemidef hA hl
  have h := hP.dotProduct_mulVec_nonneg x
  have hz := hP.dotProduct_mulVec_zero_iff x
  rw [star_trivial] at h hz
  have hs : 0 ≤ ∑ i, (x i ^ 2 + e / (2 * b)) ^ 2 := by positivity
  have hid := energy_completed_square A e hb.ne' x
  constructor
  · intro hE
    -- both nonnegative contributions must vanish
    have hbs := mul_nonneg hb.le hs
    have h1 := hz.mp (by linarith)
    have h2 : ∑ i, (x i ^ 2 + e / (2 * b)) ^ 2 = 0 :=
      (mul_eq_zero.mp (by linarith)).resolve_left hb.ne'
    rw [shifted_mulVec] at h1
    refine ⟨sub_eq_zero.mp h1, fun i => ?_⟩
    have h3 := (Finset.sum_eq_zero_iff_of_nonneg (fun i _ => sq_nonneg _)).mp h2 i
      (Finset.mem_univ i)
    rw [neg_div]
    linarith [pow_eq_zero_iff (two_ne_zero) |>.mp h3]
  · rintro ⟨h1, h2⟩
    have h3 : ∑ i, (x i ^ 2 + e / (2 * b)) ^ 2 = 0 :=
      Finset.sum_eq_zero fun i _ => by rw [h2 i]; ring
    rw [shifted_mulVec, h1, sub_self, dotProduct_zero, h3] at hid
    linarith

/-- For symmetric `A` with a lowest eigenvalue and for `b > 0`, the ground energy is
attained by some configuration. -/
theorem groundEnergy_isLeast (hA : A.IsSymm) (hl : IsLowestEigenvalue A e) (hb : 0 < b) :
    IsLeast (Set.range (landauEnergy A b)) (groundEnergy A b) := by
  have hc : Continuous (landauEnergy A b) := by
    change Continuous (fun x : Fin n → ℝ => x ⬝ᵥ A *ᵥ x + b * ∑ i, x i ^ 4)
    simp only [dotProduct, Matrix.mulVec]
    fun_prop
  obtain ⟨C, hC⟩ : ∃ C : ℝ, C = n * e ^ 2 / (4 * (b / 2)) := ⟨_, rfl⟩
  have hC0 : 0 ≤ C := by rw [hC]; positivity
  obtain ⟨R, hR⟩ : ∃ R : ℝ, R = C / (b / 2) + 1 := ⟨_, rfl⟩
  have hR1 : 1 ≤ R := by rw [hR]; linarith [div_nonneg hC0 (half_pos hb).le]
  have h0 : (0 : Fin n → ℝ) ∈ Set.Icc (fun _ : Fin n => -R) (fun _ => R) :=
    ⟨fun _ => by simp; linarith, fun _ => by simp; linarith⟩
  obtain ⟨x, -, hx⟩ := isCompact_Icc.exists_isMinOn ⟨0, h0⟩ hc.continuousOn
  have hmin : ∀ y, landauEnergy A b x ≤ landauEnergy A b y := by
    intro y
    have hx0 : landauEnergy A b x ≤ 0 := by
      have h : landauEnergy A b x ≤ landauEnergy A b 0 := hx h0
      simpa [landauEnergy] using h
    by_cases hy : 0 ≤ landauEnergy A b y
    · exact hx0.trans hy
    -- half of the quartic term confines configurations of negative energy to the box
    have hlow := energy_lower_bound hA hl (half_pos hb) y
    rw [← hC] at hlow
    unfold landauEnergy at hlow hy
    have hbox : ∀ i, -R ≤ y i ∧ y i ≤ R := by
      intro i
      have h4 : y i ^ 4 ≤ ∑ j, y j ^ 4 :=
        Finset.single_le_sum (f := fun j => y j ^ 4) (fun j _ => by positivity)
          (Finset.mem_univ i)
      have hS : ∑ j, y j ^ 4 ≤ C / (b / 2) := by
        rw [le_div_iff₀ (half_pos hb)]
        linarith
      apply abs_le_of_sq_le_sq' _ (by linarith)
      nlinarith [sq_nonneg (y i ^ 2 - 1), sq_nonneg (y i)]
    exact hx ⟨fun i => (hbox i).1, fun i => (hbox i).2⟩
  have hleast : IsLeast (Set.range (landauEnergy A b)) (landauEnergy A b x) :=
    ⟨⟨x, rfl⟩, by rintro _ ⟨y, rfl⟩; exact hmin y⟩
  rw [groundEnergy, hleast.csInf_eq]
  exact hleast

/-- An eigenvector with eigenvalue `e < 0`, suitably scaled, has energy at most `-e²/(4b)`
when `b > 0`. -/
theorem soft_mode_trial {v : Fin n → ℝ} (hv : v ≠ 0) (hAv : A *ᵥ v = e • v)
    (he : e < 0) (hb : 0 < b) : ∃ t : ℝ, landauEnergy A b (t • v) ≤ -(e ^ 2 / (4 * b)) := by
  obtain ⟨s, hs⟩ : ∃ s, s = ∑ i, v i ^ 2 := ⟨_, rfl⟩
  have hle : ∀ i, v i ^ 2 ≤ s := fun i => by
    rw [hs]
    exact Finset.single_le_sum (f := fun j => v j ^ 2) (fun j _ => sq_nonneg _)
      (Finset.mem_univ i)
  obtain ⟨j, hj⟩ := Function.ne_iff.mp hv
  have hs0 : 0 < s := lt_of_lt_of_le (pow_pos (abs_pos.mpr hj) 2 |>.trans_eq (sq_abs _)) (hle j)
  have hq : ∑ i, v i ^ 4 ≤ s * s := by
    calc ∑ i, v i ^ 4 ≤ ∑ i, v i ^ 2 * s := Finset.sum_le_sum fun i _ => by
          nlinarith [mul_le_mul_of_nonneg_left (hle i) (sq_nonneg (v i))]
      _ = s * s := by rw [← Finset.sum_mul, ← hs]
  -- the amplitude that minimises `e s t² + b s² t⁴`
  have hpos : 0 ≤ -e / (2 * b * s) := (div_pos (neg_pos.mpr he) (by positivity)).le
  refine ⟨√(-e / (2 * b * s)), ?_⟩
  obtain ⟨t, ht⟩ : ∃ t, t = √(-e / (2 * b * s)) := ⟨_, rfl⟩
  have ht2 : t ^ 2 * s = -e / (2 * b) := by
    rw [ht, Real.sq_sqrt hpos]
    field_simp
  have hdot : v ⬝ᵥ v = s := by rw [hs]; simp [dotProduct, sq]
  have hE : landauEnergy A b (t • v) = e * (t ^ 2 * s) + b * (t ^ 4 * ∑ i, v i ^ 4) := by
    simp only [landauEnergy, Matrix.mulVec_smul, hAv, smul_dotProduct, dotProduct_smul, hdot,
      Pi.smul_apply, smul_eq_mul, mul_pow, ← Finset.mul_sum]
    ring
  rw [← ht, hE]
  calc e * (t ^ 2 * s) + b * (t ^ 4 * ∑ i, v i ^ 4)
      ≤ e * (t ^ 2 * s) + b * (t ^ 4 * (s * s)) := by gcongr
    _ = e * (t ^ 2 * s) + b * (t ^ 2 * s) ^ 2 := by ring
    _ = -(e ^ 2 / (4 * b)) := by
      rw [ht2]
      field_simp
      ring

/-- Condensation energy bounds: for symmetric `A` with lowest eigenvalue `e < 0` and for
`b > 0`, the minimum energy exists and lies between `-n e²/(4b)` and `-e²/(4b)`. -/
theorem condensation_energy_bounds (hA : A.IsSymm) (hl : IsLowestEigenvalue A e)
    (he : e < 0) (hb : 0 < b) :
    IsLeast (Set.range (landauEnergy A b)) (groundEnergy A b) ∧
      -(n * e ^ 2 / (4 * b)) ≤ groundEnergy A b ∧ groundEnergy A b ≤ -(e ^ 2 / (4 * b)) := by
  have hG := groundEnergy_isLeast hA hl hb
  refine ⟨hG, ?_, ?_⟩
  · obtain ⟨x, hx⟩ := hG.1
    rw [← hx]
    exact energy_lower_bound hA hl hb x
  · obtain ⟨v, hv, hAv⟩ := hl.1
    obtain ⟨t, ht⟩ := soft_mode_trial hv hAv he hb
    exact (hG.2 ⟨t • v, rfl⟩).trans ht

/-- If the quadratic part is diagonal, with `e < 0` on site `i` and zeros elsewhere, then `e` is the
lowest eigenvalue and for `b > 0` the ground energy equals `-e²/(4b)`. -/
theorem single_site_sharp (i : Fin n) (he : e < 0) (hb : 0 < b) :
    IsLowestEigenvalue (Matrix.diagonal (Pi.single i e)) e ∧
      groundEnergy (Matrix.diagonal (Pi.single i e)) b = -(e ^ 2 / (4 * b)) := by
  have hl : IsLowestEigenvalue (Matrix.diagonal (Pi.single i e)) e := by
    refine ⟨⟨Pi.single i 1, by simp, ?_⟩, ?_⟩
    · ext j
      rw [Matrix.mulVec_diagonal]
      by_cases h : j = i
      · subst h; simp
      · simp [h]
    · intro μ v hv h
      obtain ⟨j, hj⟩ := Function.ne_iff.mp hv
      have h1 := congrFun h j
      rw [Matrix.mulVec_diagonal, Pi.smul_apply, smul_eq_mul] at h1
      rw [← mul_right_cancel₀ hj h1]
      by_cases hji : j = i
      · subst hji; simp
      · simp [hji, he.le]
  obtain ⟨hG, -, hu⟩ := condensation_energy_bounds (Matrix.isSymm_diagonal _) hl he hb
  refine ⟨hl, le_antisymm hu ?_⟩
  obtain ⟨x, hx⟩ := hG.1
  have hquad : x ⬝ᵥ Matrix.diagonal (Pi.single i e) *ᵥ x = e * x i ^ 2 := by
    rw [dotProduct, Finset.sum_eq_single i]
    · rw [Matrix.mulVec_diagonal, Pi.single_eq_same]; ring
    · intro j _ hj
      rw [Matrix.mulVec_diagonal, Pi.single_eq_of_ne hj]; ring
    · simp
  have h4 : x i ^ 4 ≤ ∑ j, x j ^ 4 :=
    Finset.single_le_sum (f := fun j => x j ^ 4) (fun j _ => by positivity) (Finset.mem_univ i)
  have hsq : e * x i ^ 2 + b * x i ^ 4 + e ^ 2 / (4 * b) = b * (x i ^ 2 + e / (2 * b)) ^ 2 := by
    field_simp
    ring
  have hnn : 0 ≤ b * (x i ^ 2 + e / (2 * b)) ^ 2 := by positivity
  rw [← hx, landauEnergy, hquad]
  linarith [mul_le_mul_of_nonneg_left h4 hb.le]

/-- Quadratic onset: let `K` be symmetric with lowest eigenvalue `k`, and `b > 0`. As `a` rises
to `-k`, the ground energy for `K + a` is of exact order `(a + k)²`. -/
theorem quadratic_onset {K : Matrix (Fin n) (Fin n) ℝ} {k : ℝ} (hK : K.IsSymm)
    (hk : IsLowestEigenvalue K k) (hb : 0 < b) :
    (fun a : ℝ => groundEnergy (K + a • (1 : Matrix (Fin n) (Fin n) ℝ)) b)
      =Θ[𝓝[<] (-k)] (fun a : ℝ => (a + k) ^ 2) := by
  have key : ∀ a : ℝ, a < -k →
      -(n * (k + a) ^ 2 / (4 * b)) ≤ groundEnergy (K + a • (1 : Matrix (Fin n) (Fin n) ℝ)) b ∧
      groundEnergy (K + a • (1 : Matrix (Fin n) (Fin n) ℝ)) b ≤ -((k + a) ^ 2 / (4 * b)) := by
    intro a ha
    have hmul : ∀ v : Fin n → ℝ,
        (K + a • (1 : Matrix (Fin n) (Fin n) ℝ)) *ᵥ v = K *ᵥ v + a • v := fun v => by
      rw [Matrix.add_mulVec, Matrix.smul_mulVec, Matrix.one_mulVec]
    have hS : (K + a • (1 : Matrix (Fin n) (Fin n) ℝ)).IsSymm := by
      rw [Matrix.IsSymm, Matrix.transpose_add, Matrix.transpose_smul, Matrix.transpose_one, hK.eq]
    -- the uniform term shifts the whole spectrum by `a`
    have hl : IsLowestEigenvalue (K + a • (1 : Matrix (Fin n) (Fin n) ℝ)) (k + a) := by
      obtain ⟨⟨v, hv, hKv⟩, hmin⟩ := hk
      refine ⟨⟨v, hv, by rw [hmul, hKv, add_smul]⟩, fun μ w hw h => ?_⟩
      rw [hmul] at h
      have := hmin (μ - a) w hw (by rw [sub_smul, ← h, add_sub_cancel_right])
      linarith
    exact (condensation_energy_bounds hS hl (by linarith) hb).2
  have hneg : ∀ a : ℝ, a < -k →
      groundEnergy (K + a • (1 : Matrix (Fin n) (Fin n) ℝ)) b ≤ 0 := fun a ha => by
    have h : 0 ≤ (k + a) ^ 2 / (4 * b) := by positivity
    linarith [(key a ha).2]
  refine ⟨IsBigO.of_bound (n / (4 * b)) ?_, IsBigO.of_bound (4 * b) ?_⟩
  · filter_upwards [self_mem_nhdsWithin] with a ha
    rw [Real.norm_eq_abs, Real.norm_eq_abs, abs_of_nonpos (hneg a ha),
      abs_of_nonneg (sq_nonneg _)]
    have h : n / (4 * b) * (a + k) ^ 2 = n * (k + a) ^ 2 / (4 * b) := by ring
    linarith [(key a ha).1]
  · filter_upwards [self_mem_nhdsWithin] with a ha
    rw [Real.norm_eq_abs, Real.norm_eq_abs, abs_of_nonpos (hneg a ha),
      abs_of_nonneg (sq_nonneg _)]
    have h := le_neg_of_le_neg (key a ha).2
    rw [div_le_iff₀ (by positivity)] at h
    linarith

end

end InhomogeneousLandau
```

```lean
#print axioms InhomogeneousLandau.energy_eq_lower_bound_iff
-- 'InhomogeneousLandau.energy_eq_lower_bound_iff' depends on axioms: [propext, Classical.choice, Quot.sound]
#print axioms InhomogeneousLandau.condensation_energy_bounds
-- 'InhomogeneousLandau.condensation_energy_bounds' depends on axioms: [propext, Classical.choice, Quot.sound]
#print axioms InhomogeneousLandau.single_site_sharp
-- 'InhomogeneousLandau.single_site_sharp' depends on axioms: [propext, Classical.choice, Quot.sound]
#print axioms InhomogeneousLandau.quadratic_onset
-- 'InhomogeneousLandau.quadratic_onset' depends on axioms: [propext, Classical.choice, Quot.sound]
```

## The energy and its bounds

A configuration `x : Fin n → ℝ` gives each site a real amplitude $x_i$. Its energy, `landauEnergy A b x`, is
$$F(x)=\langle x,Ax\rangle+b\sum_i x_i^4 .$$
The symmetric matrix $A$ holds the local coefficients on its diagonal and the couplings between sites off it. The condition $b>0$ stands for the saturation that stops an unstable amplitude from growing without limit. In the convention with prefactors $\tfrac12$ and $\tfrac14$ the energy bounds read the same, but the amplitudes change.

`IsLowestEigenvalue A e` says that $e$ has a nonzero eigenvector and that no eigenvalue lies below it, which forces $n\ge1$. `groundEnergy A b` is the infimum of $F$, a classical minimum and not the eigenvalue of a quantum Hamiltonian. The condensation energy, usually quoted as positive, is its negative.

For $e<0$, `condensation_energy_bounds` states that the infimum is attained (`IsLeast`) and that
$$-\frac{n e^2}{4b}\le \min F\le-\frac{e^2}{4b}.$$
For $n=1$ the two bounds coincide.

## Why the energy cannot fall lower

Expand $x$ in orthonormal eigenvectors of $A$, with eigenvalues $\lambda_j$ and coefficients $c_j$. Then $\langle x,(A-e)x\rangle=\sum_j(\lambda_j-e)c_j^2\ge0$. In Lean, `shifted_posSemidef` takes an eigenvector of $A-e$, recognises it as an eigenvector of $A$, and applies the minimality of $e$.

On each site,
$$e x_i^2+b x_i^4=b\Big(x_i^2+\frac{e}{2b}\Big)^2-\frac{e^2}{4b}.$$
Summing over sites gives `energy_completed_square`:
$$F(x)+\frac{n e^2}{4b}=\langle x,(A-e)x\rangle+b\sum_i\Big(x_i^2+\frac{e}{2b}\Big)^2 .$$
Both terms on the right are nonnegative, and `energy_lower_bound` follows by `linarith`. Equality requires both to vanish, so by `energy_eq_lower_bound_iff` it holds exactly when $Ax=ex$ and $x_i^2=-e/(2b)$ on every site. The soft mode must then have the same magnitude everywhere.

## Why a minimum exists

`groundEnergy_isLeast` applies the lower bound with $b/2$ in place of $b$. With $C=n e^2/(2b)$,
$$F(y)\ge -C+\frac b2\sum_i y_i^4 .$$
If $F(y)<0$, then $\sum_i y_i^4\le 2C/b$, and every $|y_i|$ is at most $R=2C/b+1$. The continuous function $F$ has a minimum on the compact box $[-R,R]^n$. This minimum is at most $F(0)=0$, while outside the box $F\ge0$, so it is the minimum over all configurations.

## Why at least e²/(4b) is gained

Let $Av=ev$ with $v\neq0$, and put $s=\sum_i v_i^2$. Since $v_i^2\le s$, we have $\sum_i v_i^4\le s^2$, and therefore
$$F(tv)=e\,t^2s+b\,t^4\sum_i v_i^4\le e(t^2s)+b(t^2s)^2 .$$
The choice $t^2s=-e/(2b)$, or $t^2=-e/(2b)$ for a normalised mode, makes the right side $-e^2/(4b)$. This is `soft_mode_trial`, where `gcongr` carries out the replacement of $\sum_i v_i^4$ by $s^2$.

The constant is sharp. In `single_site_sharp`, $A$ is diagonal with $e$ on site $i$ and zeros elsewhere. The other sites can only add quartic energy, so
$$F(x)\ge e x_i^2+b x_i^4\ge-\frac{e^2}{4b}.$$

## Quadratic onset

Let $K$ be symmetric with lowest eigenvalue $k$, and add a uniform term $a$. The whole spectrum shifts by $a$, so for $a<-k$ the bounds hold with $e=a+k$:
$$\frac{(a+k)^2}{4b}\le|\min F|\le\frac{n(a+k)^2}{4b}.$$
`quadratic_onset` records this as `=Θ` for $a$ approaching $-k$ from below: each side is bounded by a constant times the other. It does not say that their ratio converges. When the coefficients depend on temperature, $F$ is a free energy, not an internal energy. If $a$ crosses $-k$ linearly in temperature while $K$ and $b$ stay fixed, the gain in free energy is quadratic in the distance to the transition temperature, up to constant factors.

The same energy describes a lattice condensate in Gross–Pitaevskii theory at fixed chemical potential, for real amplitudes on finitely many sites with equal on-site repulsion. There $e$ is the lowest single-particle energy minus the chemical potential.

## A three-site chain

Take an open chain with $1$ on the diagonal of $A$, $-1$ between neighbours, and $b=1$. Then $e=1-\sqrt2\approx-0.414$, and the bounds place the minimum between $-0.129$ and $-0.043$.

The normalised soft mode is $v=(\tfrac12,\tfrac1{\sqrt2},\tfrac12)$, with $\sum_i v_i^4=\tfrac38$. Keeping this value instead of replacing it by $1$, and optimising $t$ again, gives the trial energy
$$-\frac{e^2}{4b\sum_i v_i^4}\approx-0.114 .$$
One eigenvector thus narrows the interval to between $-0.129$ and $-0.114$, without a minimisation over all three amplitudes.
